# On a finite ring, the elementary twist determinant of plane waves vanishes for a partly filled band and has modulus one for a full one

On a periodic ring any set of occupied plane waves gives a uniform density, so a partly filled band differs from a full one in the value of the density but not in its shape. With the sites labelled $0,\dots,N-1$, the mean position per electron is also the same in both cases. A determinant built from the phase $e^{2\pi i x/N}$ separates them by whether it vanishes, here for non-interacting, spinless electrons with one orbital per site.

## Plane waves and twists

```lean
import Mathlib

open Matrix ComplexConjugate

namespace RestaMarker

noncomputable section

variable {N : ℕ} [NeZero N]
```

The number of sites $N$ is any nonzero natural number.

```lean
/-- The normalised plane wave of momentum `k` on a ring of `N` sites. -/
def planeWave (k x : ZMod N) : ℂ :=
  ZMod.stdAddChar (k * x) / ((Real.sqrt (N : ℝ) : ℝ) : ℂ)
```

Sites $x$ and momenta $k$ are both integers modulo $N$, the type `ZMod N`; the physical wave number is $2\pi k/N$ per lattice spacing. The function `ZMod.stdAddChar` sends $j$ to $e^{2\pi i j/N}$, so this defines $e_k(x)=e^{2\pi i kx/N}/\sqrt N$.

```lean
/-- The twist operator `Z_m`, which multiplies a wave function by `exp (2πi m x / N)`. -/
def twist (m : ZMod N) (f : ZMod N → ℂ) : ZMod N → ℂ :=
  fun x => ZMod.stdAddChar (m * x) * f x
```

The twist acts as $(Z_m f)(x)=e^{2\pi i mx/N}f(x)$. The elementary twist is $m=1$.

```lean
/-- The inner product of two wave functions on the ring. -/
def braket (f g : ZMod N → ℂ) : ℂ := ∑ x, conj (f x) * g x
```

This is $\langle f,g\rangle=\sum_x \overline{f(x)}\,g(x)$, conjugate-linear in the first argument.

```lean
/-- The matrix of the twist operator `Z_m` between the orbitals of a family `φ`. -/
def twistMatrix {ι : Type*} (m : ZMod N) (φ : ι → ZMod N → ℂ) : Matrix ι ι ℂ :=
  Matrix.of fun a b => braket (φ a) (twist m (φ b))
```

For orbitals $\varphi_a$, the matrix has entries $\langle\varphi_a,Z_m\varphi_b\rangle$.

```lean
/-- The Resta marker: the determinant of `Z_m` between the plane waves with momenta in `S`. -/
def marker (m : ZMod N) (S : Finset (ZMod N)) : ℂ :=
  (twistMatrix m (fun k : S => planeWave (k : ZMod N))).det
```

The marker is $\det\langle e_k,Z_m e_q\rangle$ with $k,q$ in the occupied set $S$. For a Slater determinant of these waves, it is the expectation value of the product of the one-particle twists. `S` is an arbitrary finite set of momenta; no Hamiltonian selects it.

```lean
/-- The plane wave written as an explicit exponential, for integer labels. -/
theorem planeWave_intCast (k x : ℤ) :
    planeWave (k : ZMod N) (x : ZMod N) =
      Complex.exp (2 * Real.pi * Complex.I * (k * x) / N) / ((Real.sqrt (N : ℝ) : ℝ) : ℂ) := by
  rw [planeWave, ← Int.cast_mul, ZMod.stdAddChar_coe, Int.cast_mul]
```

A theorem states its claim before `:=` and proves it after. This one confirms the exponential formula for $e_k(x)$ with integer labels; `rw` replaces an expression by an equal one.

```lean
/-- The elementary twist multiplies the wave function at site `x` by `exp (2πi x / N)`. -/
theorem twist_one_intCast (f : ZMod N → ℂ) (x : ℤ) :
    twist 1 f (x : ZMod N) =
      Complex.exp (2 * Real.pi * Complex.I * x / N) * f (x : ZMod N) := by
  rw [twist, one_mul, ZMod.stdAddChar_coe]
```

Likewise, `twist 1` multiplies by $e^{2\pi i x/N}$.

## From phases to Kronecker deltas

```lean
/-- The twist operator `Z_m` raises the momentum of a plane wave by `m`. -/
theorem twist_planeWave (m q : ZMod N) : twist m (planeWave q) = planeWave (q + m) := by
  funext x
  simp only [twist, planeWave]
  rw [add_mul, AddChar.map_add_eq_mul]
  ring
```

By hand, $e^{2\pi i mx/N}e^{2\pi i qx/N}=e^{2\pi i(q+m)x/N}$, so $Z_m e_q=e_{q+m}$. Lean checks this at each site $x$.

```lean
/-- Plane waves on the ring are orthonormal. -/
theorem braket_planeWave (k q : ZMod N) :
    braket (planeWave k) (planeWave q) = if k = q then 1 else 0 := by
  have hs : ((Real.sqrt (N : ℝ) : ℝ) : ℂ) * ((Real.sqrt (N : ℝ) : ℝ) : ℂ) = (N : ℂ) := by
    rw [← Complex.ofReal_mul, Real.mul_self_sqrt (Nat.cast_nonneg N), Complex.ofReal_natCast]
  -- the integrand is a single character of the momentum difference
  have h : ∀ x : ZMod N, conj (planeWave k x) * planeWave q x =
      ZMod.stdAddChar (x * (q - k)) / (N : ℂ) := by
    intro x
    have hx : x * (q - k) = -(k * x) + q * x := by ring
    unfold planeWave
    rw [hx, AddChar.map_add_eq_mul, AddChar.map_neg_eq_conj, map_div₀, Complex.conj_ofReal,
      div_mul_div_comm, hs]
  simp only [braket, h]
  rw [← Finset.sum_div, AddChar.sum_mulShift (q - k) (ZMod.isPrimitive_stdAddChar N), ZMod.card]
  by_cases hkq : k = q
  · subst hkq
    simp [NeZero.ne N]
  · rw [if_neg (sub_ne_zero.mpr (Ne.symm hkq)), if_neg hkq]
    simp
```

The product of the two waves gives
$$\langle e_k,e_q\rangle=\frac1N\sum_x r^x,\qquad r=e^{2\pi i(q-k)/N}.$$
If $k=q$, all $N$ terms are 1. Otherwise $r\neq1$ and $r^N=1$, so the geometric sum $(r^N-1)/(r-1)$ is zero. In Lean, `h` combines the phases and `AddChar.sum_mulShift` evaluates the sum.

```lean
/-- Between plane waves, the entry of `Z_m` in row `k` and column `q` is one if `k = q + m` and zero
otherwise. -/
theorem twistMatrix_planeWave (m : ZMod N) (S : Finset (ZMod N)) (k q : S) :
    twistMatrix m (fun k : S => planeWave (k : ZMod N)) k q =
      if (k : ZMod N) = q + m then 1 else 0 := by
  rw [twistMatrix, Matrix.of_apply, twist_planeWave, braket_planeWave]
```

By the last two results, the twist matrix $M$ of the occupied plane waves has the entries $M_{kq}=\langle e_k,e_{q+m}\rangle=\delta_{k,q+m}$, with momenta added modulo $N$.

## Which fillings survive the twist

```lean
/-- If the momentum set is carried into itself by the shift `m`, the marker has modulus one. -/
theorem norm_marker_of_invariant {m : ZMod N} {S : Finset (ZMod N)}
    (h : ∀ q ∈ S, q + m ∈ S) : ‖marker m S‖ = 1 := by
  unfold marker
  set M := twistMatrix m (fun k : S => planeWave (k : ZMod N)) with hM
  have hE : ∀ k q : S, M k q = if (k : ZMod N) = q + m then 1 else 0 :=
    twistMatrix_planeWave m S
  -- the shift permutes the occupied momenta, so the matrix is unitary
  have hU : Mᴴ * M = 1 := by
    ext k q
    rw [Matrix.mul_apply, Finset.sum_eq_single (⟨k + m, h k k.2⟩ : S)]
    · by_cases hkq : k = q
      · subst hkq
        simp [Matrix.conjTranspose_apply, hE]
      · have hv : (k : ZMod N) ≠ q := fun e => hkq (Subtype.ext e)
        simp [Matrix.conjTranspose_apply, hE, hkq, hv]
    · intro l _ hl
      have hv : (l : ZMod N) ≠ k + m := fun e => hl (Subtype.ext e)
      simp [Matrix.conjTranspose_apply, hE, hv]
    · intro hn
      exact absurd (Finset.mem_univ _) hn
  have hd := congrArg Matrix.det hU
  rw [Matrix.det_mul, Matrix.det_conjTranspose, Matrix.det_one] at hd
  have hn := congrArg norm hd
  rw [norm_mul, norm_star, norm_one] at hn
  exact (mul_self_eq_one_iff.mp hn).resolve_right
    (fun e => by linarith [norm_nonneg M.det])
```

Suppose $q+m\in S$ for every $q\in S$. Then
$$(M^\dagger M)_{kq}=\sum_{l\in S}\delta_{l,k+m}\,\delta_{l,q+m}=\delta_{kq},$$
because the one contributing momentum, $l=k+m$, lies in $S$. This is `hU`. Taking determinants gives $|\det M|^2=1$, hence $|\det M|=1$.

```lean
/-- The marker is nonzero exactly when the shift by `m` keeps every occupied momentum in `S`. -/
theorem marker_ne_zero_iff (m : ZMod N) (S : Finset (ZMod N)) :
    marker m S ≠ 0 ↔ ∀ q ∈ S, q + m ∈ S := by
  constructor
  · intro h q hq
    by_contra hn
    -- a momentum shifted out of `S` gives a vanishing column
    refine h (Matrix.det_eq_zero_of_column_eq_zero (⟨q, hq⟩ : S) fun k => ?_)
    rw [twistMatrix_planeWave]
    have hv : (k : ZMod N) ≠ q + m := by
      intro e
      apply hn
      rw [← e]
      exact k.2
    exact if_neg hv
  · intro h h0
    have h1 := norm_marker_of_invariant h
    rw [h0, norm_zero] at h1
    exact zero_ne_one h1
```

Conversely, if some occupied $q$ has $q+m\notin S$, then $\delta_{k,q+m}=0$ for all $k\in S$. Column $q$ vanishes, and so does the determinant. The marker is therefore nonzero exactly when the shift keeps $S$ within itself.

```lean
/-- For the elementary twist, the marker vanishes for every nonempty momentum set that is not full,
and it has modulus one for the full set. -/
theorem resta_marker :
    (∀ S : Finset (ZMod N), S.Nonempty → S ≠ Finset.univ → marker 1 S = 0) ∧
      ‖marker 1 (Finset.univ : Finset (ZMod N))‖ = 1 := by
  refine ⟨fun S hS hne => ?_, norm_marker_of_invariant fun q _ => Finset.mem_univ _⟩
  by_contra h0
  have hstep := (marker_ne_zero_iff 1 S).mp h0
  obtain ⟨k, hk⟩ := hS
  -- unit steps from one occupied momentum reach the whole Brillouin zone
  have hall : ∀ n : ℕ, k + (n : ZMod N) ∈ S := by
    intro n
    induction n with
    | zero => simpa using hk
    | succ n ih =>
      have h1 := hstep _ ih
      rwa [add_assoc, ← Nat.cast_succ] at h1
  refine hne (Finset.eq_univ_iff_forall.mpr fun x => ?_)
  have hx := hall (x - k).val
  rwa [ZMod.natCast_zmod_val, add_sub_cancel] at hx
```

Let $S$ be nonempty and not full, and suppose the marker for $m=1$ were nonzero. Then $S$ would be closed under $q\mapsto q+1$. Starting from an occupied $k$, induction puts every $k+n$ in $S$; choosing $n\equiv x-k$ reaches any $x$, so $S$ would be full, a contradiction. The full set is closed under the shift, so its marker has modulus one.

Without `S.Nonempty` the first claim fails: for $S=\varnothing$ the determinant is that of a $0\times0$ matrix, which is 1.

For one-dimensional systems, Resta's criterion takes a vanishing expectation value of this kind, in the limit of large systems, as the mark of a metal and a nonzero one as the mark of an insulator. It is also used for correlated ground states. If the number of electrons per cell is not an integer, however, the elementary twist has expectation value zero in every state of definite crystal momentum, insulating or not, and a higher twist is needed to tell the two apart. The theorem concerns only plane-wave Slater determinants at fixed $N$.

## Mixing the occupied waves

```lean
/-- The marker is unchanged when the occupied plane waves are mixed by a unitary matrix. -/
theorem marker_gauge_invariant (m : ZMod N) (S : Finset (ZMod N))
    (U : Matrix.unitaryGroup S ℂ) :
    (twistMatrix m (fun (a : S) (x : ZMod N) =>
      ∑ k : S, planeWave (k : ZMod N) x * (U : Matrix S S ℂ) k a)).det = marker m S := by
  -- factor the overlaps through the matrix of orbital values on the sites
  have hF : ∀ φ : S → ZMod N → ℂ, twistMatrix m φ =
      (Matrix.of fun x a => φ a x)ᴴ *
        (Matrix.diagonal (fun x : ZMod N => (ZMod.stdAddChar (m * x) : ℂ)) *
          Matrix.of fun x a => φ a x) := by
    intro φ
    ext a b
    rw [Matrix.mul_apply]
    simp only [Matrix.diagonal_mul]
    rfl
  have hP : (Matrix.of fun (x : ZMod N) (a : S) =>
      ∑ k : S, planeWave (k : ZMod N) x * (U : Matrix S S ℂ) k a) =
      (Matrix.of fun (x : ZMod N) (k : S) => planeWave (k : ZMod N) x) *
        (U : Matrix S S ℂ) := by
    ext x a
    rw [Matrix.mul_apply]
    rfl
  have hG : twistMatrix m (fun (a : S) (x : ZMod N) =>
      ∑ k : S, planeWave (k : ZMod N) x * (U : Matrix S S ℂ) k a) =
      (U : Matrix S S ℂ)ᴴ * twistMatrix m (fun k : S => planeWave (k : ZMod N)) *
        (U : Matrix S S ℂ) := by
    rw [hF, hF, hP, Matrix.conjTranspose_mul]
    simp only [Matrix.mul_assoc]
  have hd := congrArg Matrix.det (Matrix.mem_unitaryGroup_iff'.mp U.2)
  rw [Matrix.det_mul, Matrix.star_eq_conjTranspose, Matrix.det_conjTranspose,
    Matrix.det_one] at hd
  rw [hG, Matrix.det_mul, Matrix.det_mul, Matrix.det_conjTranspose, marker]
  linear_combination (twistMatrix m (fun k : S => planeWave (k : ZMod N))).det * hd
```

Let $\varphi_a=\sum_{k\in S} e_k U_{ka}$ with $U$ unitary, as in passing from Bloch waves to Wannier orbitals. The twist matrix becomes $U^\dagger MU$, whose determinant is $|\det U|^2\det M=\det M$. Lean obtains this (`hG`) by writing each twist matrix as $F^\dagger DF$, where $F_{xa}=\varphi_a(x)$ and $D$ is the diagonal matrix of twist phases.

```lean
/-- On four sites with momenta 0 and 2 occupied, the marker vanishes for the elementary twist
and has modulus one for the double twist. -/
theorem marker_alternate_filling :
    marker (1 : ZMod 4) {0, 2} = 0 ∧ ‖marker (2 : ZMod 4) {0, 2}‖ = 1 :=
  ⟨resta_marker.1 _ ⟨0, by decide⟩ (by decide), norm_marker_of_invariant (by decide)⟩

end

end RestaMarker
```

On four sites with $S=\{0,2\}$, the elementary twist moves both momenta out of $S$, and the marker is zero. The double twist exchanges them, and the modulus is one. The vanishing for every nonempty partial filling therefore does not extend to all twists. Here `decide` settles the finite conditions by direct evaluation.

```lean
#print axioms RestaMarker.twist_one_intCast
-- 'RestaMarker.twist_one_intCast' depends on axioms: [propext, Classical.choice, Quot.sound]
#print axioms RestaMarker.resta_marker
-- 'RestaMarker.resta_marker' depends on axioms: [propext, Classical.choice, Quot.sound]
#print axioms RestaMarker.marker_gauge_invariant
-- 'RestaMarker.marker_gauge_invariant' depends on axioms: [propext, Classical.choice, Quot.sound]
#print axioms RestaMarker.marker_alternate_filling
-- 'RestaMarker.marker_alternate_filling' depends on axioms: [propext, Classical.choice, Quot.sound]
```
